# The Euclidean logarithmic norm bound for $\psi' = A(t)\psi$ in finite dimension

## Driven systems that lose or gain norm

A quantum system coupled to decay channels, or a wave packet on a grid with an absorbing boundary layer, is often modelled in a finite orthonormal basis by an effective Schrödinger equation $i\psi' = (H(t) - i\Gamma(t))\psi$, with $\hbar = 1$. Here $\psi(t)$ is the vector of amplitudes, $H(t)$ is a Hermitian matrix and the matrix $\Gamma(t)$ describes loss. The equation has the form $\psi' = A(t)\psi$ with generator $A = -iH - \Gamma$, and $\|\psi(t)\|$ is not conserved in general. When generators at different times do not commute, the solution is generally not $\exp(\int_0^t A)\,\psi(0)$, so the norm cannot in general be read off this exponential. The question is how fast the norm can grow, or how fast it must decay, given only information about $A(t)$ at each instant. The bound below concerns the exact continuous-time flow of a linear equation in finite dimension, so in a simulation it constrains the equation after discretisation in space and not the time-stepping scheme.

## Upper and lower rates, and the bounds they give

Let $n$ be a finite index set. States are vectors in $\mathbb{C}^n$ with $\langle u, v\rangle = \sum_{j \in n} \overline{u_j}\, v_j$ and $\|v\|^2 = \langle v, v\rangle$. A real number $m$ is an upper rate and a real number $l$ a lower rate for a matrix $A$ if, for all $v$,

$$\operatorname{Re}\langle v, Av\rangle \le m\|v\|^2, \qquad l\|v\|^2 \le \operatorname{Re}\langle v, Av\rangle ,$$

respectively. An upper rate caps the instantaneous logarithmic growth of the norm in whatever state the system is found, and a lower rate caps the instantaneous loss. When $n$ is nonempty there is a smallest upper rate, the Euclidean logarithmic norm of $A$. The results hold for any continuous rate function, smallest or not, and logarithmic norms belonging to other vector norms are not treated.

A solution is a curve $\psi$, continuous on $[0,\infty)$, with $\psi'(s) = A(s)\psi(s)$ for all $s > 0$. If $m$ is continuous and $m(s)$ is an upper rate for $A(s)$ at every $s > 0$, then every solution obeys

$$\|\psi(t)\| \le \exp\Big(\int_0^t m(s)\,ds\Big)\,\|\psi(0)\| \qquad (t \ge 0).$$

For a continuous lower rate $l$ the counterpart is $\exp(\int_0^t l)\,\|\psi(0)\| \le \|\psi(t)\|$.

## An integrating factor for the squared norm

Take times $a \le b$ and a curve $\psi$ that is continuous on $[a,b]$ and differentiable on $(a,b)$. Put $N(s) = \|\psi(s)\|^2$. The product rule gives

$$N' = \langle\psi,\psi'\rangle + \langle\psi',\psi\rangle = 2\operatorname{Re}\langle\psi,\psi'\rangle ,$$

because the two terms are complex conjugates. The squared norm is differentiable even where $\psi$ vanishes, and no step below divides by $\|\psi\|$.

Let $M(s) = \int_a^s m$. Since $m$ is continuous, $M' = m$, and $M(a) = 0$. Define the weighted squared norm $w(s) = e^{-2M(s)}N(s)$. Then

$$w' = -2m\,e^{-2M}N + e^{-2M}\,2\operatorname{Re}\langle\psi,\psi'\rangle = 2e^{-2M}\big(\operatorname{Re}\langle\psi,\psi'\rangle - m\|\psi\|^2\big).$$

Suppose $\operatorname{Re}\langle\psi,\psi'\rangle \le m\|\psi\|^2$ on $(a,b)$. The exponential is positive, so $w' \le 0$ there. As $w$ is continuous on $[a,b]$, the mean value theorem shows that $w$ does not increase, and $w(b) \le w(a) = \|\psi(a)\|^2$. Multiplying by $e^{2M(b)}$ gives

$$\|\psi(b)\|^2 \le \big(e^{M(b)}\|\psi(a)\|\big)^2 ,$$

and the square root of an inequality between squares of nonnegative numbers yields $\|\psi(b)\| \le e^{M(b)}\|\psi(a)\|$. For a solution, $\psi' = A\psi$, and the rate condition at the vector $v = \psi(s)$ is the supposed inequality. Setting $a = 0$ and $b = t$ gives the bound. With a lower rate $l$ in the weight, $w' \ge 0$, every inequality turns round, and the lower bound follows.

## Damped Schrödinger evolution and a case of equality

Let $A = -iH - \Gamma$ with $H(s)$ Hermitian, and let the continuous function $\gamma(s)$ be a lower rate for $\Gamma(s)$, that is, a guaranteed minimum damping in every state. Hermiticity gives $\overline{\langle v,Hv\rangle} = \langle Hv,v\rangle = \langle v,Hv\rangle$, so $\langle v,Hv\rangle$ is real and $-i\langle v,Hv\rangle$ has no real part. Hence

$$\operatorname{Re}\langle v,Av\rangle = -\operatorname{Re}\langle v,\Gamma v\rangle \le -\gamma\|v\|^2 ,$$

and $m = -\gamma$ gives $\|\psi(t)\| \le \exp(-\int_0^t\gamma)\,\|\psi(0)\|$, however large $H$ is. The rate $\gamma$ refers to the amplitude; the survival probability of a normalised initial state is at most $\exp(-2\int_0^t\gamma)$. If $\Gamma$ is positive semidefinite and vanishes on some nonzero state, as for an absorber confined to the edge of the grid, the best lower rate is $\gamma = 0$ and the bound says only that the norm does not exceed its initial value.

For equality take $A(s) = m(s)\,1$, with $1$ the identity matrix, and $\psi(t) = \exp(\int_0^t m)\,v$ for a fixed vector $v$. Then $\operatorname{Re}\langle u, Au\rangle = m\|u\|^2$ for every $u$, the derivative is $\psi' = m\psi = A\psi$, and $\|\psi(t)\| = \exp(\int_0^t m)\,\|\psi(0)\|$. With $v \ne 0$ this shows that no smaller factor depending on $m$ alone can work. It does not say that the bound is attained for a given generator.

## One level and no levels

For a single level $A(s)$ is a complex number $\alpha(s)$, and the rate condition reads $\operatorname{Re}\alpha(s) \le m(s)$. If $\alpha$ is continuous, direct integration gives $\psi(t) = \exp(\int_0^t\alpha)\,\psi(0)$, whose modulus is $\exp(\int_0^t\operatorname{Re}\alpha)\,|\psi(0)|$. The choice $m = l = \operatorname{Re}\alpha$ makes the two bounds meet at this value, and the imaginary part of $\alpha$ only turns the phase. An empty index set is also allowed: the only state is $0$, every number is a rate, and each bound reads $0 \le 0$.

## The Lean file

```lean
import Mathlib

open Matrix Set

namespace LogarithmicNormBound

noncomputable section

variable {n : Type*} [Fintype n]

/-- State vectors: `ℂⁿ` with the Euclidean inner product. -/
abbrev State (n : Type*) := EuclideanSpace ℂ n

/-- The action `v ↦ A v` of a matrix on a state. -/
def act (A : Matrix n n ℂ) (v : State n) : State n := WithLp.toLp 2 (A *ᵥ v.ofLp)

/-- `Re ⟨v, A v⟩ ≤ m ‖v‖²` for every state `v`. -/
def RateLE (A : Matrix n n ℂ) (m : ℝ) : Prop :=
  ∀ v : State n, (inner ℂ v (act A v)).re ≤ m * ‖v‖ ^ 2

/-- `l ‖v‖² ≤ Re ⟨v, A v⟩` for every state `v`. -/
def RateGE (A : Matrix n n ℂ) (l : ℝ) : Prop :=
  ∀ v : State n, l * ‖v‖ ^ 2 ≤ (inner ℂ v (act A v)).re

/-- `ψ` is continuous on `[0, ∞)` and obeys `ψ'(t) = A(t) ψ(t)` for all `t > 0`. -/
def IsSolution (A : ℝ → Matrix n n ℂ) (ψ : ℝ → State n) : Prop :=
  ContinuousOn ψ (Ici 0) ∧ ∀ s, 0 < s → HasDerivAt ψ (act (A s) (ψ s)) s

/-- The weighted squared norm `exp(-2 ∫ₐᵗ m) ‖ψ(t)‖²`. -/
def weighted (m : ℝ → ℝ) (a : ℝ) (ψ : ℝ → State n) (t : ℝ) : ℝ :=
  Real.exp (-2 * ∫ s in a..t, m s) * ‖ψ t‖ ^ 2

/-- The curve `exp(∫₀ᵗ m) v`. -/
def scalarFlow (m : ℝ → ℝ) (v : State n) (t : ℝ) : State n :=
  ((Real.exp (∫ s in (0 : ℝ)..t, m s) : ℝ) : ℂ) • v

/-- The rate of change of the squared norm is `2 Re ⟨ψ, ψ'⟩`. -/
theorem hasDerivAt_normSq {ψ : ℝ → State n} {ψ' : State n} {t : ℝ} (h : HasDerivAt ψ ψ' t) :
    HasDerivAt (fun s => ‖ψ s‖ ^ 2) (2 * (inner ℂ (ψ t) ψ').re) t := by
  have h2 := Complex.reCLM.hasFDerivAt.comp_hasDerivAt t (h.inner ℂ h)
  have e1 : (fun s => ‖ψ s‖ ^ 2) = Complex.reCLM ∘ fun s => inner ℂ (ψ s) (ψ s) := by
    funext s
    exact (inner_self_eq_norm_sq (𝕜 := ℂ) (ψ s)).symm
  have e2 : (inner ℂ ψ' (ψ t)).re = (inner ℂ (ψ t) ψ').re := inner_re_symm (𝕜 := ℂ) _ _
  rw [e1]
  refine h2.congr_deriv ?_
  rw [Complex.reCLM_apply, Complex.add_re, e2]
  ring

/-- For continuous `m`, the weighted squared norm changes at the rate
`2 exp(-2 ∫ₐᵗ m) (Re ⟨ψ, ψ'⟩ - m ‖ψ‖²)`. -/
theorem hasDerivAt_weighted {m : ℝ → ℝ} (hm : Continuous m) (a : ℝ) {ψ : ℝ → State n}
    {ψ' : State n} {t : ℝ} (h : HasDerivAt ψ ψ' t) :
    HasDerivAt (weighted m a ψ)
      (2 * (Real.exp (-2 * ∫ s in a..t, m s) *
        ((inner ℂ (ψ t) ψ').re - m t * ‖ψ t‖ ^ 2))) t := by
  have h1 := (((hm.integral_hasStrictDerivAt a t).hasDerivAt).const_mul (-2)).exp
  have h3 : HasDerivAt (fun u => Real.exp (-2 * ∫ s in a..u, m s) * ‖ψ u‖ ^ 2)
      (2 * (Real.exp (-2 * ∫ s in a..t, m s) *
        ((inner ℂ (ψ t) ψ').re - m t * ‖ψ t‖ ^ 2))) t :=
    (h1.fun_mul (hasDerivAt_normSq h)).congr_deriv (by ring)
  exact h3

/-- For continuous `m`, the weighted squared norm is continuous on any set where `ψ` is. -/
theorem continuousOn_weighted {m : ℝ → ℝ} (hm : Continuous m) (a : ℝ) {ψ : ℝ → State n}
    {S : Set ℝ} (hψ : ContinuousOn ψ S) : ContinuousOn (weighted m a ψ) S := by
  have hM : Continuous fun u => ∫ s in a..u, m s :=
    continuous_iff_continuousAt.2 fun u =>
      (hm.integral_hasStrictDerivAt a u).hasDerivAt.continuousAt
  have hE : Continuous fun u => Real.exp (-2 * ∫ s in a..u, m s) :=
    Real.continuous_exp.comp (continuous_const.mul hM)
  exact hE.continuousOn.mul (hψ.norm.pow 2)

/-- For `a ≤ b`, continuous `m`, and `ψ` continuous on `[a, b]` with derivative `ψ'` on `(a, b)`: if
`Re ⟨ψ, ψ'⟩ ≤ m ‖ψ‖²` on `(a, b)`, then `‖ψ(b)‖ ≤ exp(∫ₐᵇ m) ‖ψ(a)‖`. -/
theorem curve_upper {m : ℝ → ℝ} (hm : Continuous m) {a b : ℝ} (hab : a ≤ b)
    {ψ ψ' : ℝ → State n} (hc : ContinuousOn ψ (Icc a b))
    (hd : ∀ s ∈ Ioo a b, HasDerivAt ψ (ψ' s) s)
    (hr : ∀ s ∈ Ioo a b, (inner ℂ (ψ s) (ψ' s)).re ≤ m s * ‖ψ s‖ ^ 2) :
    ‖ψ b‖ ≤ Real.exp (∫ s in a..b, m s) * ‖ψ a‖ := by
  -- the weighted squared norm does not increase
  have hanti : AntitoneOn (weighted m a ψ) (Icc a b) := by
    refine antitoneOn_of_deriv_nonpos (convex_Icc a b) (continuousOn_weighted hm a hc) ?_ ?_
    · rw [interior_Icc]
      intro s hs
      exact (hasDerivAt_weighted hm a (hd s hs)).differentiableAt.differentiableWithinAt
    · intro s hs
      rw [interior_Icc] at hs
      rw [(hasDerivAt_weighted hm a (hd s hs)).deriv]
      have := mul_nonneg (Real.exp_pos (-2 * ∫ u in a..s, m u)).le (sub_nonneg.2 (hr s hs))
      nlinarith
  have key := hanti (left_mem_Icc.2 hab) (right_mem_Icc.2 hab) hab
  simp only [weighted, intervalIntegral.integral_same, mul_zero, Real.exp_zero, one_mul] at key
  generalize (∫ s in a..b, m s) = M at key ⊢
  have hE : Real.exp (-2 * M) * Real.exp M ^ 2 = 1 := by
    rw [sq, ← Real.exp_add, ← Real.exp_add, show -2 * M + (M + M) = 0 by ring, Real.exp_zero]
  -- remove the weight and take square roots
  refine (pow_le_pow_iff_left₀ (norm_nonneg _) (by positivity) two_ne_zero).1 ?_
  calc ‖ψ b‖ ^ 2 = Real.exp M ^ 2 * (Real.exp (-2 * M) * ‖ψ b‖ ^ 2) := by
        linear_combination (-‖ψ b‖ ^ 2) * hE
    _ ≤ Real.exp M ^ 2 * ‖ψ a‖ ^ 2 := mul_le_mul_of_nonneg_left key (by positivity)
    _ = (Real.exp M * ‖ψ a‖) ^ 2 := by ring

/-- For `a ≤ b`, continuous `l`, and `ψ` continuous on `[a, b]` with derivative `ψ'` on `(a, b)`: if
`l ‖ψ‖² ≤ Re ⟨ψ, ψ'⟩` on `(a, b)`, then `exp(∫ₐᵇ l) ‖ψ(a)‖ ≤ ‖ψ(b)‖`. -/
theorem curve_lower {l : ℝ → ℝ} (hl : Continuous l) {a b : ℝ} (hab : a ≤ b)
    {ψ ψ' : ℝ → State n} (hc : ContinuousOn ψ (Icc a b))
    (hd : ∀ s ∈ Ioo a b, HasDerivAt ψ (ψ' s) s)
    (hr : ∀ s ∈ Ioo a b, l s * ‖ψ s‖ ^ 2 ≤ (inner ℂ (ψ s) (ψ' s)).re) :
    Real.exp (∫ s in a..b, l s) * ‖ψ a‖ ≤ ‖ψ b‖ := by
  -- the weighted squared norm does not decrease
  have hmono : MonotoneOn (weighted l a ψ) (Icc a b) := by
    refine monotoneOn_of_deriv_nonneg (convex_Icc a b) (continuousOn_weighted hl a hc) ?_ ?_
    · rw [interior_Icc]
      intro s hs
      exact (hasDerivAt_weighted hl a (hd s hs)).differentiableAt.differentiableWithinAt
    · intro s hs
      rw [interior_Icc] at hs
      rw [(hasDerivAt_weighted hl a (hd s hs)).deriv]
      have := mul_nonneg (Real.exp_pos (-2 * ∫ u in a..s, l u)).le (sub_nonneg.2 (hr s hs))
      linarith
  have key := hmono (left_mem_Icc.2 hab) (right_mem_Icc.2 hab) hab
  simp only [weighted, intervalIntegral.integral_same, mul_zero, Real.exp_zero, one_mul] at key
  generalize (∫ s in a..b, l s) = M at key ⊢
  have hE : Real.exp (-2 * M) * Real.exp M ^ 2 = 1 := by
    rw [sq, ← Real.exp_add, ← Real.exp_add, show -2 * M + (M + M) = 0 by ring, Real.exp_zero]
  refine (pow_le_pow_iff_left₀ (by positivity) (norm_nonneg _) two_ne_zero).1 ?_
  calc (Real.exp M * ‖ψ a‖) ^ 2 = Real.exp M ^ 2 * ‖ψ a‖ ^ 2 := by ring
    _ ≤ Real.exp M ^ 2 * (Real.exp (-2 * M) * ‖ψ b‖ ^ 2) :=
        mul_le_mul_of_nonneg_left key (by positivity)
    _ = ‖ψ b‖ ^ 2 := by linear_combination (‖ψ b‖ ^ 2) * hE

/-- Logarithmic norm bound: if `Re ⟨v, A(s) v⟩ ≤ m(s) ‖v‖²` with `m` continuous, every solution
of `ψ' = A ψ` obeys `‖ψ(t)‖ ≤ exp(∫₀ᵗ m) ‖ψ(0)‖` for `t ≥ 0`. -/
theorem logNorm_bound {A : ℝ → Matrix n n ℂ} {m : ℝ → ℝ} (hm : Continuous m)
    (hA : ∀ s, 0 < s → RateLE (A s) (m s)) {ψ : ℝ → State n} (hψ : IsSolution A ψ)
    {t : ℝ} (ht : 0 ≤ t) : ‖ψ t‖ ≤ Real.exp (∫ s in (0 : ℝ)..t, m s) * ‖ψ 0‖ :=
  curve_upper (ψ' := fun s => act (A s) (ψ s)) hm ht (hψ.1.mono Icc_subset_Ici_self)
    (fun s hs => hψ.2 s hs.1) (fun s hs => hA s hs.1 (ψ s))

/-- If `l(s) ‖v‖² ≤ Re ⟨v, A(s) v⟩` with `l` continuous, every solution of `ψ' = A ψ` obeys
`exp(∫₀ᵗ l) ‖ψ(0)‖ ≤ ‖ψ(t)‖` for `t ≥ 0`. -/
theorem logNorm_lower_bound {A : ℝ → Matrix n n ℂ} {l : ℝ → ℝ} (hl : Continuous l)
    (hA : ∀ s, 0 < s → RateGE (A s) (l s)) {ψ : ℝ → State n} (hψ : IsSolution A ψ)
    {t : ℝ} (ht : 0 ≤ t) : Real.exp (∫ s in (0 : ℝ)..t, l s) * ‖ψ 0‖ ≤ ‖ψ t‖ :=
  curve_lower (ψ' := fun s => act (A s) (ψ s)) hl ht (hψ.1.mono Icc_subset_Ici_self)
    (fun s hs => hψ.2 s hs.1) (fun s hs => hA s hs.1 (ψ s))

/-- For Hermitian `H(s)` and `γ(s) ‖v‖² ≤ Re ⟨v, Γ(s) v⟩` with `γ` continuous, every solution of
`ψ' = (-iH - Γ) ψ` obeys `‖ψ(t)‖ ≤ exp(-∫₀ᵗ γ) ‖ψ(0)‖` for `t ≥ 0`. -/
theorem damped_schroedinger_bound {H Γ : ℝ → Matrix n n ℂ} {γ : ℝ → ℝ} (hγ : Continuous γ)
    (hH : ∀ s, 0 < s → (H s).IsHermitian) (hΓ : ∀ s, 0 < s → RateGE (Γ s) (γ s))
    {ψ : ℝ → State n} (hψ : IsSolution (fun s => -(Complex.I • H s) - Γ s) ψ)
    {t : ℝ} (ht : 0 ≤ t) : ‖ψ t‖ ≤ Real.exp (-∫ s in (0 : ℝ)..t, γ s) * ‖ψ 0‖ := by
  have hin : ∀ (B : Matrix n n ℂ) (v : State n),
      inner ℂ v (act B v) = star v.ofLp ⬝ᵥ B *ᵥ v.ofLp := by
    intro B v
    rw [EuclideanSpace.inner_eq_star_dotProduct, dotProduct_comm]
    rfl
  rw [← intervalIntegral.integral_neg]
  refine logNorm_bound (m := fun s => -γ s) hγ.neg (fun s hs v => ?_) hψ ht
  have h1 := hΓ s hs v
  rw [hin] at h1 ⊢
  generalize v.ofLp = x at h1 ⊢
  -- the expectation value of a Hermitian matrix is real
  have hreal : star (star x ⬝ᵥ H s *ᵥ x) = star x ⬝ᵥ H s *ᵥ x :=
    calc star (star x ⬝ᵥ H s *ᵥ x) = star (H s *ᵥ x) ⬝ᵥ x := (Matrix.star_dotProduct _ _).symm
      _ = (star x ᵥ* (H s)ᴴ) ⬝ᵥ x := by rw [Matrix.star_mulVec]
      _ = star x ⬝ᵥ H s *ᵥ x := by rw [(hH s hs).eq, ← Matrix.dotProduct_mulVec]
  have him : (star x ⬝ᵥ H s *ᵥ x).im = 0 := Complex.conj_eq_iff_im.1 hreal
  rw [Matrix.sub_mulVec, Matrix.neg_mulVec, Matrix.smul_mulVec, dotProduct_sub, dotProduct_neg,
    dotProduct_smul]
  simp only [Complex.sub_re, Complex.neg_re, smul_eq_mul, Complex.mul_re, Complex.I_re,
    Complex.I_im, him]
  linarith

/-- For continuous `m`, the generator `A(s) = m(s) 1` obeys the rate bound with `m`, the curve
`exp(∫₀ᵗ m) v` solves `ψ' = A ψ`, and its norm equals `exp(∫₀ᵗ m) ‖ψ(0)‖`. -/
theorem logNorm_bound_sharp_witness [DecidableEq n] {m : ℝ → ℝ} (hm : Continuous m)
    (v : State n) :
    (∀ s, RateLE ((m s : ℂ) • (1 : Matrix n n ℂ)) (m s)) ∧
      IsSolution (fun s => (m s : ℂ) • (1 : Matrix n n ℂ)) (scalarFlow m v) ∧
      ∀ t, ‖scalarFlow m v t‖ = Real.exp (∫ s in (0 : ℝ)..t, m s) * ‖scalarFlow m v 0‖ := by
  have hact : ∀ (c : ℂ) (w : State n), act (c • (1 : Matrix n n ℂ)) w = c • w := by
    intro c w
    ext i
    simp [act, Matrix.smul_mulVec]
  have hd : ∀ s, HasDerivAt (scalarFlow m v)
      (act ((m s : ℂ) • (1 : Matrix n n ℂ)) (scalarFlow m v s)) s := by
    intro s
    have h1 := ((hm.integral_hasStrictDerivAt 0 s).hasDerivAt.exp.ofReal_comp).smul_const v
    refine HasDerivAt.congr_deriv (f := scalarFlow m v) h1 ?_
    rw [hact, scalarFlow, smul_smul, Complex.ofReal_mul, mul_comm]
  refine ⟨fun s w => ?_,
    ⟨fun s _ => (hd s).continuousAt.continuousWithinAt, fun s _ => hd s⟩, fun t => ?_⟩
  · have e : (inner ℂ w w).re = ‖w‖ ^ 2 := inner_self_eq_norm_sq (𝕜 := ℂ) w
    rw [hact, inner_smul_right, Complex.re_ofReal_mul, e]
  · have h0 : scalarFlow m v 0 = v := by simp [scalarFlow]
    rw [h0, scalarFlow, norm_smul, Complex.norm_real, Real.norm_of_nonneg (Real.exp_pos _).le]

end

end LogarithmicNormBound
```

```lean
#print axioms LogarithmicNormBound.logNorm_bound
-- 'LogarithmicNormBound.logNorm_bound' depends on axioms: [propext, Classical.choice, Quot.sound]
#print axioms LogarithmicNormBound.logNorm_lower_bound
-- 'LogarithmicNormBound.logNorm_lower_bound' depends on axioms: [propext, Classical.choice, Quot.sound]
#print axioms LogarithmicNormBound.damped_schroedinger_bound
-- 'LogarithmicNormBound.damped_schroedinger_bound' depends on axioms: [propext, Classical.choice, Quot.sound]
```

## States, rates and solutions in Lean

`State n` is `EuclideanSpace ℂ n`, whose norm is the Euclidean one and whose inner product is conjugate-linear in the first argument, as in bra-ket notation. `act A v` is the product $Av$ regarded as such a state. `RateLE A m` and `RateGE A l` are the two rate conditions for one matrix, and `IsSolution A ψ` is the notion of solution above, with `Ici 0` for $[0,\infty)$.

In `logNorm_bound`, `hm` asks that $m$ be continuous on the whole real line, `hA` imposes the rate condition for $s > 0$ only, `hψ` supplies the solution and `ht` is $t \ge 0$. `logNorm_lower_bound` has the same shape. In `damped_schroedinger_bound` the generator is `-(Complex.I • H s) - Γ s`; only $H$ is assumed Hermitian, $\Gamma$ is any matrix with lower rate $\gamma$, and $\gamma$ may be negative, in which case the bound allows the norm to grow, so generators with gain are covered. `logNorm_bound_sharp_witness` states three things about `scalarFlow m v`, the curve $\exp(\int_0^t m)\,v$: the rate condition at all real $s$, the solution property, and equality of norms at all real $t$.

No regularity of $A$ is assumed, and for a general generator a solution is assumed to be given; its existence is not derived. A solution must be differentiable at every positive time, so a curve with a kink at a sudden switch of $A$ does not satisfy `IsSolution`. The lemmas `curve_upper` and `curve_lower` still apply between consecutive switching times, each interval with its own continuous rate function, since they need the derivative and the rate inequality only on the open interval. Infinite dimension and unbounded operators are not covered.

## From the product rule to the four theorems

`hasDerivAt_normSq` is the formula for $N'$. It writes $\|\psi\|^2$ as the real part of $\langle\psi,\psi\rangle$ (`e1`), differentiates the inner product by `h.inner ℂ h`, and identifies the real parts of the two terms (`e2`). `hasDerivAt_weighted` takes $M' = m$ from `integral_hasStrictDerivAt`, applies the chain rule to $e^{-2M}$ in `h1`, multiplies by $N$ with the product rule, and lets `ring` collect the terms into the factored form of $w'$. `continuousOn_weighted` provides continuity of $w$ up to the endpoints, where $\psi$ need not be differentiable.

In `curve_upper` the mean value step is `antitoneOn_of_deriv_nonpos`. The sign of $w'$ comes from `mul_nonneg` applied to $e^{-2M} > 0$ and $m\|\psi\|^2 - \operatorname{Re}\langle\psi,\psi'\rangle \ge 0$. Then `key` is $w(b) \le w(a)$, simplified with $M(a) = 0$. After `generalize`, `M` is the number $M(b)$, and `hE` is $e^{-2M}(e^{M})^2 = 1$. The lemma `pow_le_pow_iff_left₀` is the square root step, and the `calc` chain is the multiplication by $e^{2M}$. `curve_lower` repeats this with `monotoneOn_of_deriv_nonneg`. Both lemmas concern an arbitrary curve, and the two main theorems apply them with $\psi'(s)$ set to `act (A s) (ψ s)` on $[0,t]$.

`damped_schroedinger_bound` moves the minus sign inside the integral and calls `logNorm_bound` with $m = -\gamma$. Inner products become dot products through `hin`, `hreal` is the conjugation argument for $\langle v,Hv\rangle$, `him` records the vanishing imaginary part, and after the generator is expanded `linarith` closes the rate inequality from `h1`. In the witness theorem `hact` says that $c\,1$, for a complex number $c$, acts as multiplication by $c$, and `hd` differentiates the exponential at every real time, which yields both halves of `IsSolution`.

## The rate as an eigenvalue of the Hermitian part

An alternative statement would fix the rate as $\mu(s)$, the largest eigenvalue of $\tfrac12(A(s) + A(s)^\dagger)$, where $\dagger$ is the conjugate transpose. Since $\operatorname{Re}\langle v,Av\rangle = \langle v,\tfrac12(A + A^\dagger)v\rangle$, the condition `RateLE A m` amounts to $m \ge \mu$ when $n$ is nonempty; this equivalence, like the one-level formula above, is argued in prose and is not a theorem of the file. The eigenvalue version would give the smallest exponent of this type without a free function $m$. In exchange it would need a nonempty index set and control of $\mu$ as a function of time, for instance through continuity of $A$. The form with $m$ asks of $A$ only that it admit a continuous upper rate, assumes no regularity of $A$ itself, and accepts any continuous estimate of the rate, without diagonalising a matrix.
